# Benzene's Kekulé and Dewar structures give four distinct energies when one nonzero exchange integral couples neighbouring atoms

With only the two Kekulé structures of benzene, I get a secular matrix with $x+\tfrac32$ on the diagonal and $(x+6)/4$ off it. Here the energy is written $E=Q-xJ$, with $Q$ the Coulomb integral and $J$ the exchange integral between neighbouring ring atoms. The determinant vanishes at $x=0$ and $x=-\tfrac{12}{5}$: two structures, two energies.

When I add the three Dewar structures and solve the five-by-five problem numerically, I find $x\approx-2.606,\ 0,\ 2,\ 4.606$. That is four energies from five structures. Have I lost one? And why does $x=0$ stay exactly where it was, while $-\tfrac{12}{5}$ moves?

## The fifth root lies on top of another at x = 2

Nothing is lost, because $x=2$ is a double root. The two-structure problem already shows the mechanism. Write $a=x+\tfrac32$ for its diagonal entry and $c=(x+6)/4$ for its off-diagonal entry. The difference of the Kekulé structures, with coefficients $(1,-1)$, is multiplied by $a-c=\tfrac34x$, and their sum, $(1,1)$, by $a+c=\tfrac14(5x+12)$. The roots are therefore $0$ for the difference and $-\tfrac{12}5$ for the sum.

Each Dewar structure couples equally to both Kekulé structures. It cancels against their difference and mixes only with their sum, so the first root stays and the second moves.

### The matrix from superposed structures

Number the ring atoms 0 to 5. Drawing two structures on top of each other gives closed islands, where a bond common to both structures counts as an island of two atoms. The singlet function of each bond is written with its even-numbered atom first, which makes all overlaps positive. If there are $n$ islands, the overlap is $S=2^n/8$. Of the six neighbouring pairs on the ring, let $p$ lie within a common island. The coefficient of $J$ in the Hamiltonian matrix is then

$$K=S\left(p-\frac{6-p}{2}\right).$$

A neighbouring pair within an island contributes as a singlet-coupled pair does, with weight $1$. A pair in different islands has uncorrelated spins and contributes $-\tfrac12$. The five kinds of superposition are:

| Superposition | $n$ | $p$ | $S$ | $K$ |
|---|---|---|---|---|
| Kekulé with itself | 3 | 3 | 1 | 3/2 |
| Dewar with itself | 3 | 2 | 1 | 0 |
| Two different Kekulé | 1 | 6 | 1/4 | 3/2 |
| Two different Dewar | 1 | 6 | 1/4 | 3/2 |
| Kekulé with Dewar | 2 | 4 | 1/2 | 3/2 |

For instance, the Kekulé structure with bonds 01, 23, 45 and the Dewar structure with bonds 03, 12, 45 share the bond 45, while their other bonds close into a four-atom island. The neighbouring pairs 01, 12, 23 and 45 lie within islands, and 34 and 50 do not. This gives $S=\tfrac48$ and $K=\tfrac12(4-1)=\tfrac32$.

The Hamiltonian matrix is $H=QS+JK$, where $S$ and $K$ now denote the full matrices. With $E=Q-xJ$ the Coulomb integral cancels:

$$H-ES=J\,(K+xS)=J\,M(x).$$

The table gives the entries of $M(x)$: $a=x+\tfrac32$ on the Kekulé diagonal, $b=x$ on the Dewar diagonal, $c=\tfrac32+\tfrac x4=(x+6)/4$ between different structures of the same kind, and $d=\tfrac32+\tfrac x2=(x+3)/2$ between a Kekulé and a Dewar structure.

### Five combinations, four roots

Put the Kekulé structures first and apply $M(x)$ to a suitable basis.

- The Kekulé difference $(1,-1,0,0,0)$ is multiplied by $a-c=\tfrac34x$.
- The Dewar differences $(0,0,1,-1,0)$ and $(0,0,0,1,-1)$ are both multiplied by $b-c=\tfrac34(x-2)$. This is the double root.
- A vector $(p,p,q,q,q)$, where $p$ and $q$ are now coefficients, keeps its form. The new coefficients are $(a+c)p+3dq$ and $2dp+(b+2c)q$, and this two-by-two block has determinant $(a+c)(b+2c)-6d^2$.

The last determinant is

$$\frac{5x+12}{4}\cdot\frac{3(x+2)}{2}-\frac{3(x+3)^2}{2}=\frac38\,(x^2-2x-12).$$

Multiplying all the factors gives

$$\det M(x)=\frac{81}{512}\,x\,(x-2)^2\,(x^2-2x-12).$$

Since $x^2-2x-12=(x-1)^2-13$, its roots are $1\pm\sqrt{13}$, which are your outer two numbers. Without the coupling $d$, this block would have the roots $-\tfrac{12}5$ and $-2$.

For $J<0$ the lowest energy belongs to the smallest $x$, so it is $Q-(1-\sqrt{13})J\approx Q+2.606J$. A single Kekulé structure has energy $Q+\tfrac32J$. The difference is

$$(\sqrt{13}-1)J-\tfrac32J=\left(\sqrt{13}-\tfrac52\right)J\approx1.106J,$$

which is negative. This is the resonance energy of benzene in a covalent model with orbitals treated as orthogonal and a single nearest-neighbour exchange integral, and it can serve as a closed-form reference value for a valence-bond program restricted to that model.

### The same calculation in Lean 4

```lean
import Mathlib

set_option maxHeartbeats 400000
set_option maxRecDepth 4000

namespace BenzeneValenceBond

noncomputable section

/-- The atom to which each of the six ring atoms is paired, in the two Kekulé structures
(0 and 1) and the three Dewar structures (2, 3 and 4). -/
def partner : Fin 5 → Fin 6 → Fin 6 :=
  ![![1, 0, 3, 2, 5, 4], ![5, 2, 1, 4, 3, 0],
    ![3, 2, 1, 0, 5, 4], ![5, 4, 3, 2, 1, 0], ![1, 0, 5, 4, 3, 2]]

/-- Atoms `i` and `j` lie in the same island of the superposition of structures `a` and `b`:
one reaches `j` from `i` by following bonds of `a` and `b` alternately. -/
abbrev SameIsland (a b : Fin 5) (i j : Fin 6) : Prop :=
  ∃ k : Fin 3, j = (fun m => partner b (partner a m))^[(k : ℕ)] i ∨
    j = partner a ((fun m => partner b (partner a m))^[(k : ℕ)] i)

/-- The number of islands in the superposition of two structures, each island being counted
by its lowest-numbered atom. -/
def islands (a b : Fin 5) : ℕ :=
  (Finset.univ.filter fun i : Fin 6 => ∀ j : Fin 6, SameIsland a b i j → i ≤ j).card

/-- The number of neighbouring pairs of ring atoms that lie in a common island. -/
def joined (a b : Fin 5) : ℕ :=
  (Finset.univ.filter fun i : Fin 6 => SameIsland a b i (i + 1)).card

/-- The overlap matrix of the structures: two to the number of islands, divided by eight. -/
def overlap : Matrix (Fin 5) (Fin 5) ℝ :=
  Matrix.of fun a b => 2 ^ islands a b / 8

/-- The coefficients of the exchange integral: the overlap multiplied by the difference between the
number of neighbour pairs within an island and half the number in different islands. -/
def exchange : Matrix (Fin 5) (Fin 5) ℝ :=
  Matrix.of fun a b => 2 ^ islands a b / 8 * ((joined a b : ℝ) - (6 - (joined a b : ℝ)) / 2)

/-- The Hamiltonian matrix with Coulomb integral `Q` and nearest-neighbour exchange
integral `J`. -/
def hamiltonian (Q J : ℝ) : Matrix (Fin 5) (Fin 5) ℝ :=
  Q • overlap + J • exchange

/-- The symmetric matrix with Kekulé diagonal `a`, Dewar diagonal `b`, Kekulé-Dewar entries `d`
and all other off-diagonal entries `c`. -/
def pattern (a b c d : ℝ) : Matrix (Fin 5) (Fin 5) ℝ :=
  !![a, c, d, d, d;
     c, a, d, d, d;
     d, d, b, c, c;
     d, d, c, b, c;
     d, d, c, c, b]

/-- The secular matrix of benzene in the dimensionless energy variable `x`. -/
def secular (x : ℝ) : Matrix (Fin 5) (Fin 5) ℝ :=
  pattern (x + 3 / 2) x ((x + 6) / 4) ((x + 3) / 2)

/-- The numbers of islands and of neighbour pairs within an island, for all superpositions of
two of the five structures. -/
theorem superposition_counts : ∀ a b : Fin 5,
    islands a b = (![![3, 1, 2, 2, 2], ![1, 3, 2, 2, 2], ![2, 2, 3, 1, 1],
      ![2, 2, 1, 3, 1], ![2, 2, 1, 1, 3]] : Fin 5 → Fin 5 → ℕ) a b ∧
    joined a b = (![![3, 6, 4, 4, 4], ![6, 3, 4, 4, 4], ![4, 4, 2, 6, 6],
      ![4, 4, 6, 2, 6], ![4, 4, 6, 6, 2]] : Fin 5 → Fin 5 → ℕ) a b := by
  decide +kernel

/-- Each structure has unit norm, a Kekulé and a Dewar structure overlap by 1/2, and any other
two different structures overlap by 1/4. -/
theorem overlap_eq : overlap = pattern 1 1 (1 / 4) (1 / 2) := by
  ext a b
  simp only [overlap, Matrix.of_apply, (superposition_counts a b).1]
  fin_cases a <;> fin_cases b <;> norm_num [pattern]

/-- The exchange coefficient is 0 on the Dewar diagonal and 3/2 everywhere else. -/
theorem exchange_eq : exchange = pattern (3 / 2) 0 (3 / 2) (3 / 2) := by
  ext a b
  simp only [exchange, Matrix.of_apply, (superposition_counts a b).1,
    (superposition_counts a b).2]
  fin_cases a <;> fin_cases b <;> norm_num [pattern]

/-- At energy `E = Q - x J`, the matrix `H - E S` of the five structures is `J` times the
secular matrix at `x`. -/
theorem hamiltonian_sub_overlap (Q J x : ℝ) :
    hamiltonian Q J - (Q - x * J) • overlap = J • secular x := by
  -- the Coulomb integral cancels, which leaves `J (K + x S)`
  have h : secular x = exchange + x • overlap := by
    rw [exchange_eq, overlap_eq]
    ext a b
    fin_cases a <;> fin_cases b <;> simp [secular, pattern] <;> ring
  rw [h, hamiltonian]
  module

/-- The determinant of a matrix with the Kekulé-Dewar pattern factors into one Kekulé
difference, two equal Dewar differences and a two-by-two determinant. -/
theorem det_pattern (a b c d : ℝ) :
    (pattern a b c d).det =
      (a - c) * (b - c) ^ 2 * ((a + c) * (b + 2 * c) - 6 * d ^ 2) := by
  simp [pattern, Matrix.det_succ_row_zero, Fin.sum_univ_succ, Fin.succAbove]
  ring

/-- The secular determinant of benzene vanishes exactly when `x` is 0, 2, 1 + √13
or 1 - √13. -/
theorem det_secular_eq_zero_iff (x : ℝ) :
    (secular x).det = 0 ↔ x = 0 ∨ x = 2 ∨ x = 1 + √13 ∨ x = 1 - √13 := by
  have hs : √13 ^ 2 = (13 : ℝ) := Real.sq_sqrt (by norm_num)
  -- the quadratic factor splits over the reals
  have hdet : (secular x).det =
      81 / 512 * (x * ((x - 2) ^ 2 * ((x - (1 + √13)) * (x - (1 - √13))))) := by
    rw [secular, det_pattern]
    linear_combination (81 / 512 * x * (x - 2) ^ 2) * hs
  have hc : (81 / 512 : ℝ) ≠ 0 := by norm_num
  rw [hdet, mul_eq_zero, or_iff_right hc, mul_eq_zero, mul_eq_zero, mul_eq_zero,
    pow_eq_zero_iff two_ne_zero, sub_eq_zero, sub_eq_zero, sub_eq_zero]

/-- For a nonzero exchange integral, the valence-bond energies of benzene are `Q`, `Q - 2J`,
`Q - (1 + √13) J` and `Q - (1 - √13) J`. -/
theorem energy_iff (Q J E : ℝ) (hJ : J ≠ 0) :
    (hamiltonian Q J - E • overlap).det = 0 ↔
      E = Q ∨ E = Q - 2 * J ∨ E = Q - (1 + √13) * J ∨ E = Q - (1 - √13) * J := by
  obtain ⟨x, rfl⟩ : ∃ x, E = Q - x * J :=
    ⟨(Q - E) / J, by rw [div_mul_cancel₀ _ hJ]; ring⟩
  have h0 : Q - x * J = Q ↔ x = 0 := by simp [hJ]
  have key : ∀ y, Q - x * J = Q - y * J ↔ x = y := fun y => by
    rw [sub_right_inj, mul_left_inj' hJ]
  rw [hamiltonian_sub_overlap, Matrix.det_smul, mul_eq_zero,
    or_iff_right (pow_ne_zero _ hJ), det_secular_eq_zero_iff, h0, key 2,
    key (1 + √13), key (1 - √13)]

/-- For a negative exchange integral, the lowest valence-bond energy of benzene is
`Q - (1 - √13) J`. -/
theorem ground_energy (Q J : ℝ) (hJ : J < 0) :
    IsLeast {E : ℝ | (hamiltonian Q J - E • overlap).det = 0} (Q - (1 - √13) * J) := by
  have hs : 1 < √13 := Real.lt_sqrt_of_sq_lt (by norm_num)
  have hp : (√13 - 1) * J < 0 := mul_neg_of_pos_of_neg (by linarith) hJ
  refine ⟨(energy_iff Q J _ hJ.ne).2 (Or.inr (Or.inr (Or.inr rfl))), fun E hE => ?_⟩
  rcases (energy_iff Q J E hJ.ne).1 hE with h | h | h | h <;> rw [h] <;> nlinarith

/-- For a negative exchange integral, the lowest valence-bond energy of benzene differs from
the energy of a single Kekulé structure by `(√13 - 5/2) J`. -/
theorem resonance_energy (Q J E : ℝ) (hJ : J < 0)
    (hE : IsLeast {E : ℝ | (hamiltonian Q J - E • overlap).det = 0} E) :
    E - hamiltonian Q J 0 0 / overlap 0 0 = (√13 - 5 / 2) * J := by
  rw [hE.unique (ground_energy Q J hJ)]
  have hS : overlap 0 0 = 1 := by rw [overlap_eq]; simp [pattern]
  have hK : exchange 0 0 = 3 / 2 := by rw [exchange_eq]; simp [pattern]
  have hH : hamiltonian Q J 0 0 = Q * overlap 0 0 + J * exchange 0 0 := rfl
  rw [hH, hS, hK]
  ring

end

end BenzeneValenceBond
```

```lean
#print axioms BenzeneValenceBond.resonance_energy
```

```
'BenzeneValenceBond.resonance_energy' depends on axioms: [propext, Classical.choice, Quot.sound]
```

### What the definitions and theorems say

The indices of `Fin 5` label the structures: 0 and 1 are Kekulé, and 2, 3 and 4 are Dewar. The indices of `Fin 6` label the atoms, and `i + 1` wraps around, so atom 5 is a neighbour of atom 0. The function `partner` lists the bonds of each structure. `SameIsland` follows the bonds of two structures alternately; three values of `k` are enough, since an island has at most six atoms. `islands` and `joined` are the $n$ and $p$ of the table, and `overlap`, `exchange` and `hamiltonian Q J` are $S$, $K$ and $H$.

`pattern a b c d` takes its arguments in the order used above: Kekulé diagonal, Dewar diagonal, same-kind entry, Kekulé-Dewar entry. `secular x` is $M(x)$.

The theorem `det_secular_eq_zero_iff` says that, for real $x$, the determinant of `secular x` is zero exactly when $x$ is $0$, $2$, $1+\sqrt{13}$ or $1-\sqrt{13}$. It lists the roots without their multiplicities; the square that makes $x=2$ double is visible in `det_pattern`.

`energy_iff` turns the roots into energies for real $Q$ and nonzero real $J$. In `ground_energy`, `IsLeast` means that the stated energy is a solution and that no solution lies below it. The hypothesis $J<0$ stands for the physics of bonding: coupling two neighbouring electrons to a singlet lowers the energy. For $J>0$ the lowest solution would be $Q-(1+\sqrt{13})J$ instead. `resonance_energy` takes the least solution $E$ and subtracts the energy of one Kekulé structure, written as the ratio `hamiltonian Q J 0 0 / overlap 0 0`.

The superposition rules enter as definitions and are not derived from spin functions. They belong to a model with one singly occupied orbital per atom, orbitals treated as orthogonal, no explicit ionic structures, and the same exchange integral for all six neighbouring pairs. In this model $J$ is an effective parameter: the bare exchange integral between strictly orthogonal orbitals is positive, and a negative $J$ stands in for effects of orbital overlap or of ionic structures that the model leaves out. The weight $1$ within an island suits these five structures because every bond joins an even-numbered atom to an odd-numbered one, so neighbours in an island are always an odd number of bonds apart. Structures with other bonds would call for a more general rule. The values of $Q$ and $J$ remain free parameters.

### How Lean reaches the roots and energies

`superposition_counts` establishes the island and neighbour counts for all 25 ordered pairs of structures. The tactic `decide +kernel` evaluates the definitions, which replaces drawing the superpositions. `overlap_eq` and `exchange_eq` then insert these counts and compare the matrices entry by entry, giving the last two columns of the table.

`hamiltonian_sub_overlap` first shows that `secular x` equals `exchange + x • overlap`. After that, `module` carries out the cancellation of $Q$.

For `det_pattern`, Lean takes a different route from the basis of sums and differences. It expands the five-by-five determinant along rows, and `ring` confirms that the resulting polynomial equals the factored form.

In `det_secular_eq_zero_iff`, the intermediate statement `hdet` is the complete factorisation, with the quadratic split into $x-(1+\sqrt{13})$ and $x-(1-\sqrt{13})$. The step `linear_combination` supplies $(\sqrt{13})^2=13$, the only property of the square root needed there. Repeated use of `mul_eq_zero` then reads off the roots, since a product of real numbers vanishes only if one of its factors does.

`energy_iff` sets $x=(Q-E)/J$, which already needs $J\neq0$. Scaling a five-by-five matrix by $J$ multiplies its determinant by $J^5$, a nonzero factor, so the energy condition reduces to the condition on $x$.

`ground_energy` obtains membership from `energy_iff` and then compares the candidate with each of the four energies, using $\sqrt{13}>1$ and $J<0$. Finally, `resonance_energy` uses the uniqueness of a least element to identify $E$, inserts the Kekulé entries $S_{00}=1$ and $K_{00}=\tfrac32$, and leaves the subtraction to `ring`.
